# For a rigid electron chain in a non-constant cosine potential, the pinning barrier per electron vanishes with size exactly when sin(Qa/2) ≠ 0

The crystal is modelled as a rigid chain of $N$ classical point electrons with spacing $a$, which can move only as a whole, by a displacement $x$, through a fixed potential $V\cos(Qy)$. Its pinning barrier is taken to be the highest minus the lowest energy over all such displacements.

```lean
import Mathlib

open Real Filter Topology

namespace WignerCrystalPinning

noncomputable section

/-- Energy of a rigid chain of `N` electrons with spacing `a`, displaced by `x`,
in the substrate potential `V cos (Q y)`. -/
def crystalEnergy (V Q a : ℝ) (N : ℕ) (x : ℝ) : ℝ :=
  ∑ j ∈ Finset.range N, V * cos (Q * (x + j * a))

/-- Pinning barrier: the highest minus the lowest energy of the chain over all
rigid displacements. -/
def pinningBarrier (V Q a : ℝ) (N : ℕ) : ℝ :=
  sSup (Set.range (crystalEnergy V Q a N)) - sInf (Set.range (crystalEnergy V Q a N))

/-- A substrate potential with `M` harmonics of the wave number `Q`, the harmonic
`m + 1` having amplitude `V m` and offset `d m`. -/
def substrate (V d : ℕ → ℝ) (Q : ℝ) (M : ℕ) (y : ℝ) : ℝ :=
  ∑ m ∈ Finset.range M, V m * cos ((m + 1) * Q * (y - d m))

/-- The energy of the chain, multiplied by `sin (Qa/2)`, is a single sinusoid in the
displacement, centred on the middle of the chain. -/
theorem sin_mul_crystalEnergy (V Q a x : ℝ) (N : ℕ) :
    sin (Q * a / 2) * crystalEnergy V Q a N x =
      V * sin (N * (Q * a / 2)) * cos (Q * (x + ((N : ℝ) - 1) * a / 2)) := by
  induction N with
  | zero => simp [crystalEnergy]
  | succ n ih =>
    -- add one electron and expand all phases about the new centre
    have step : crystalEnergy V Q a (n + 1) x =
        crystalEnergy V Q a n x + V * cos (Q * (x + n * a)) :=
      Finset.sum_range_succ _ _
    have h1 : Q * (x + ((n : ℝ) - 1) * a / 2) = Q * (x + n * a / 2) - Q * a / 2 := by ring
    have h2 : Q * (x + n * a) = Q * (x + n * a / 2) + n * (Q * a / 2) := by ring
    have h3 : ((n + 1 : ℕ) : ℝ) * (Q * a / 2) = n * (Q * a / 2) + Q * a / 2 := by
      push_cast; ring
    have h4 : Q * (x + (((n + 1 : ℕ) : ℝ) - 1) * a / 2) = Q * (x + n * a / 2) := by
      push_cast; ring
    rw [step, mul_add, ih, h1, h2, h3, h4, Real.cos_sub, Real.cos_add, Real.sin_add]
    ring

/-- If `sin (Qa/2)` is nonzero, the energy of the whole chain is bounded by
`|V| / |sin (Qa/2)|`, whatever its length and displacement. -/
theorem abs_crystalEnergy_le (V Q a x : ℝ) (N : ℕ) (hs : sin (Q * a / 2) ≠ 0) :
    |crystalEnergy V Q a N x| ≤ |V| / |sin (Q * a / 2)| := by
  rw [le_div_iff₀ (abs_pos.mpr hs), ← abs_mul,
    mul_comm (crystalEnergy V Q a N x), sin_mul_crystalEnergy, abs_mul, abs_mul]
  exact (mul_le_of_le_one_right (by positivity) (Real.abs_cos_le_one _)).trans
    (mul_le_of_le_one_right (abs_nonneg _) (Real.abs_sin_le_one _))

/-- An energy that is sinusoidal in the displacement, with nonzero wave number,
attains plus and minus its amplitude as its extreme values. -/
theorem sinusoid_extrema (E : ℝ → ℝ) (A Q s : ℝ) (hQ : Q ≠ 0)
    (hE : ∀ x, E x = A * cos (Q * (x + s))) :
    IsGreatest (Set.range E) |A| ∧ IsLeast (Set.range E) (-|A|) := by
  have hb : ∀ x, |E x| ≤ |A| := by
    intro x
    rw [hE, abs_mul]
    exact mul_le_of_le_one_right (abs_nonneg _) (Real.abs_cos_le_one _)
  -- displacements at which the cosine is 1 and -1
  have hp : E (-s) = A := by rw [hE]; simp
  have hm : E (π / Q - s) = -A := by
    have h : Q * (π / Q - s + s) = π := by
      rw [sub_add_cancel]
      field_simp
    rw [hE, h, Real.cos_pi]
    ring
  refine ⟨⟨?_, ?_⟩, ⟨?_, ?_⟩⟩
  · rcases abs_choice A with h | h
    · exact ⟨-s, by rw [hp, h]⟩
    · exact ⟨π / Q - s, by rw [hm, h]⟩
  · rintro _ ⟨x, rfl⟩
    exact (abs_le.mp (hb x)).2
  · rcases abs_choice A with h | h
    · exact ⟨π / Q - s, by rw [hm, h]⟩
    · exact ⟨-s, by rw [hp, h, neg_neg]⟩
  · rintro _ ⟨x, rfl⟩
    exact (abs_le.mp (hb x)).1

/-- If `sin (Qa/2)` is nonzero, the highest and lowest energies of the chain are
plus and minus `|V sin (NQa/2) / sin (Qa/2)|`. -/
theorem extrema_of_sin_ne_zero (V Q a : ℝ) (N : ℕ) (hs : sin (Q * a / 2) ≠ 0) :
    IsGreatest (Set.range (crystalEnergy V Q a N))
        |V * sin (N * (Q * a / 2)) / sin (Q * a / 2)| ∧
      IsLeast (Set.range (crystalEnergy V Q a N))
        (-|V * sin (N * (Q * a / 2)) / sin (Q * a / 2)|) := by
  have hQ : Q ≠ 0 := by
    rintro rfl
    simp at hs
  refine sinusoid_extrema _ _ Q (((N : ℝ) - 1) * a / 2) hQ fun x => ?_
  rw [div_mul_eq_mul_div, eq_div_iff hs]
  linear_combination sin_mul_crystalEnergy V Q a x N

/-- If `sin (Qa/2)` vanishes and `Q` is nonzero, the highest and lowest energies of
the chain are plus and minus `N |V|`. -/
theorem extrema_of_sin_eq_zero (V Q a : ℝ) (N : ℕ) (hQ : Q ≠ 0)
    (hs : sin (Q * a / 2) = 0) :
    IsGreatest (Set.range (crystalEnergy V Q a N)) (N * |V|) ∧
      IsLeast (Set.range (crystalEnergy V Q a N)) (-(N * |V|)) := by
  obtain ⟨n, hn⟩ := Real.sin_eq_zero_iff.mp hs
  -- every electron sees the same phase of the substrate
  have hj : ∀ (x : ℝ) (j : ℕ), cos (Q * (x + j * a)) = cos (Q * x) := by
    intro x j
    have h : Q * (x + j * a) = Q * x + (((j : ℤ) * n : ℤ) : ℝ) * (2 * π) := by
      push_cast
      linear_combination (-2 * (j : ℝ)) * hn
    rw [h, Real.cos_add_int_mul_two_pi]
  have key := sinusoid_extrema (crystalEnergy V Q a N) (N * V) Q 0 hQ fun x => by
    simp only [crystalEnergy, hj, Finset.sum_const, Finset.card_range, nsmul_eq_mul, add_zero]
    ring
  rwa [abs_mul, Nat.abs_cast] at key

/-- For nonzero `V` and `Q`, the pinning barrier per electron of a rigid chain vanishes
with growing size exactly when `sin (Qa/2)` is nonzero. -/
theorem barrier_per_electron_tendsto_zero_iff (V Q a : ℝ) (hV : V ≠ 0) (hQ : Q ≠ 0) :
    Tendsto (fun N : ℕ => pinningBarrier V Q a N / N) atTop (𝓝 0) ↔
      sin (Q * a / 2) ≠ 0 := by
  constructor
  · intro h hs
    -- in registry the barrier per electron stays at 2|V|
    have h2 : Tendsto (fun N : ℕ => pinningBarrier V Q a N / N) atTop (𝓝 (2 * |V|)) := by
      refine tendsto_const_nhds.congr' ?_
      filter_upwards [eventually_gt_atTop 0] with N hN
      have hN' : (N : ℝ) ≠ 0 := Nat.cast_ne_zero.mpr hN.ne'
      have e := extrema_of_sin_eq_zero V Q a N hQ hs
      rw [pinningBarrier, e.1.csSup_eq, e.2.csInf_eq, eq_div_iff hN']
      ring
    have h3 := tendsto_nhds_unique h h2
    have h4 := abs_pos.mpr hV
    linarith
  · intro hs
    -- out of registry the whole barrier is bounded independently of N
    have hC : ∀ N : ℕ, 0 ≤ pinningBarrier V Q a N ∧
        pinningBarrier V Q a N ≤ 2 * (|V| / |sin (Q * a / 2)|) := by
      intro N
      have e := extrema_of_sin_ne_zero V Q a N hs
      obtain ⟨x, hx⟩ := e.1.1
      have hb := (le_abs_self _).trans (abs_crystalEnergy_le V Q a x N hs)
      rw [hx] at hb
      have h0 := abs_nonneg (V * sin (N * (Q * a / 2)) / sin (Q * a / 2))
      rw [pinningBarrier, e.1.csSup_eq, e.2.csInf_eq]
      constructor <;> linarith
    refine squeeze_zero (fun N => div_nonneg (hC N).1 (Nat.cast_nonneg N)) (fun N => ?_)
      (tendsto_const_div_atTop_nhds_zero_nat (2 * (|V| / |sin (Q * a / 2)|)))
    exact div_le_div_of_nonneg_right (hC N).2 (Nat.cast_nonneg N)

/-- If `Qa/(2π)` is irrational, the energy of the chain in a substrate with finitely many
harmonics has a bound independent of the chain's length and displacement. -/
theorem abs_energy_le_of_irrational (V d : ℕ → ℝ) (Q a x : ℝ) (M N : ℕ)
    (hirr : Irrational (Q * a / (2 * π))) :
    |∑ j ∈ Finset.range N, substrate V d Q M (x + j * a)| ≤
      ∑ m ∈ Finset.range M, |V m| / |sin ((m + 1) * Q * a / 2)| := by
  -- treat each harmonic as a separate cosine substrate
  have hsum : ∑ j ∈ Finset.range N, substrate V d Q M (x + j * a) =
      ∑ m ∈ Finset.range M, crystalEnergy (V m) ((m + 1) * Q) a N (x - d m) := by
    simp only [substrate, crystalEnergy]
    rw [Finset.sum_comm]
    refine Finset.sum_congr rfl fun m _ => Finset.sum_congr rfl fun j _ => ?_
    congr 2
    ring
  rw [hsum]
  refine (Finset.abs_sum_le_sum_abs _ _).trans (Finset.sum_le_sum fun m _ => ?_)
  refine abs_crystalEnergy_le _ _ _ _ _ fun h => ?_
  -- a vanishing sine would make the ratio of periods rational
  obtain ⟨n, hn⟩ := Real.sin_eq_zero_iff.mp h
  have hm : (m : ℝ) + 1 ≠ 0 := by positivity
  have hpi : 2 * π ≠ 0 := by positivity
  refine hirr (Set.mem_range.mpr ⟨(n : ℚ) / ((m : ℚ) + 1), ?_⟩)
  push_cast
  rw [div_eq_div_iff hm hpi]
  linear_combination 2 * hn

end

end WignerCrystalPinning
```

```lean
#print axioms WignerCrystalPinning.barrier_per_electron_tendsto_zero_iff
#print axioms WignerCrystalPinning.abs_energy_le_of_irrational
```

```
'WignerCrystalPinning.barrier_per_electron_tendsto_zero_iff' depends on axioms: [propext, Classical.choice, Quot.sound]
'WignerCrystalPinning.abs_energy_le_of_irrational' depends on axioms: [propext, Classical.choice, Quot.sound]
```

## Energy, barrier and the condition on the two periods

The definition `crystalEnergy V Q a N x` is the substrate energy

$$E_N(x)=\sum_{j=0}^{N-1}V\cos\bigl(Q(x+ja)\bigr),$$

where $V$ is the amplitude of the substrate potential, $Q$ its wave number, and $j$ labels the electrons, with electron $0$ at position $x$. All parameters are real numbers and $N$ is a natural number. The mutual repulsion of the electrons doesn't appear: it depends only on their distances, which a rigid displacement leaves unchanged, so it cancels from every energy difference.

The definition `pinningBarrier V Q a N` is the supremum of $E_N$ over all real $x$ minus the infimum. Since $E_N$ is continuous and periodic in $x$, this is the energy that the chain needs to leave its lowest position and slide over the highest one.

The main theorem, `barrier_per_electron_tendsto_zero_iff`, takes $V\neq0$ and $Q\neq0$, which means that there is a substrate and that it varies in space. It says that the barrier divided by $N$ tends to zero as $N\to\infty$ if and only if $\sin(Qa/2)\neq0$. The substrate has period $2\pi/|Q|$, so the sine vanishes exactly when $a$ is an integer multiple of that period and all electrons sit at equivalent points. The condition $\sin(Qa/2)\neq0$ is therefore weaker than incommensurability, which asks that $Qa/(2\pi)$ be irrational. A chain whose spacing is half a substrate period is commensurate with the substrate, and still its barrier per electron vanishes, because neighbouring electrons feel opposite potentials.

Three further theorems give values at fixed size:

- `abs_crystalEnergy_le` bounds $|E_N(x)|$ by $|V|/|\sin(Qa/2)|$ for every $N$ and $x$ if the sine is nonzero.
- `extrema_of_sin_ne_zero` gives the exact extreme energies in the same case, $\pm|V\sin(NQa/2)/\sin(Qa/2)|$.
- `extrema_of_sin_eq_zero` gives the extreme energies $\pm N|V|$ if the sine vanishes and $Q\neq0$.

In the last two, `IsGreatest` and `IsLeast` say that the extreme values are attained at some displacement.

Irrationality enters with a more general substrate. The definition `substrate V d Q M` is

$$U(y)=\sum_{m=0}^{M-1}V_m\cos\bigl((m+1)Q(y-d_m)\bigr),$$

so the term with index $m$ is the harmonic of wave number $(m+1)Q$, with its own amplitude $V_m$ and offset $d_m$. If $Qa/(2\pi)$ is irrational, `abs_energy_le_of_irrational` bounds the absolute value of the chain's substrate energy $\sum_{j=0}^{N-1}U(x+ja)$ by

$$\sum_{m=0}^{M-1}\frac{|V_m|}{|\sin((m+1)Qa/2)|},$$

which contains neither $N$ nor $x$.

## What rigidity leaves out

That the electrons form an equally spaced chain is assumed and not derived from their Coulomb interaction. The model is one-dimensional and classical, without zero-point motion, temperature or disorder. Rigidity is a further idealisation: a real crystal can lower its energy by shifting individual electrons towards the potential minima, and the vanishing barrier found here says nothing about how strongly such a deformed crystal is pinned.

The exact extrema bear on simulations in a periodic cell of length $L$, where $Q=2\pi k/L$ with a positive integer $k$, and $a=L/N$. For this rigid classical chain $\sin(NQa/2)=\sin(\pi k)=0$, so the barrier is exactly zero unless $N$ divides $k$, in which case it is $2N|V|$.

## Summing the cosines

Write $\theta=Qa/2$. The central identity, `sin_mul_crystalEnergy`, is

$$\sin\theta\;E_N(x)=V\sin(N\theta)\cos\Bigl(Q\bigl(x+\tfrac{(N-1)a}{2}\bigr)\Bigr).$$

It turns the sum into one sinusoid in $x$, centred on the middle of the chain. The proof is by induction on $N$. For $N=0$ both sides are zero. For the step from $n$ to $n+1$ electrons, let $\varphi=Q(x+na/2)$ be the phase at the centre of the longer chain. The centre of the shorter chain has phase $\varphi-\theta$, and the added electron has phase $Q(x+na)=\varphi+n\theta$. By the induction hypothesis, the left side for $n+1$ electrons is $V$ times

$$\begin{aligned}
&\sin(n\theta)\cos(\varphi-\theta)+\sin\theta\cos(\varphi+n\theta)\\
&=\sin(n\theta)\bigl(\cos\varphi\cos\theta+\sin\varphi\sin\theta\bigr)\\
&\quad+\sin\theta\bigl(\cos\varphi\cos(n\theta)-\sin\varphi\sin(n\theta)\bigr)\\
&=\cos\varphi\,\bigl(\sin(n\theta)\cos\theta+\cos(n\theta)\sin\theta\bigr)\\
&=\sin((n+1)\theta)\cos\varphi .
\end{aligned}$$

In the Lean proof, `step` splits off the added electron, and `h1` to `h4` express the phases through $\varphi$ and $\theta$. The addition formulas are then applied by `rw`, and `ring` carries out the cancellation of the $\sin\varphi$ terms.

The bound follows by taking absolute values. Sine and cosine are at most $1$ in size, so $|\sin\theta|\,|E_N(x)|\le|V|$, and division by $|\sin\theta|>0$ gives the claim. In `abs_crystalEnergy_le` the division is the rewrite with `le_div_iff₀`.

## Highest and lowest energies

Suppose that $E(x)=A\cos(Q(x+s))$ with $Q\neq0$. Then $|E(x)|\le|A|$ everywhere, while $E(-s)=A$ and $E(\pi/Q-s)=A\cos\pi=-A$. The extreme values are therefore $\pm|A|$. This is `sinusoid_extrema`; its case split by `abs_choice` decides which of the two displacements gives the maximum, according to the sign of $A$.

If $\sin\theta\neq0$, then $Q\neq0$ automatically, and dividing the central identity by $\sin\theta$ gives this form with

$$A=\frac{V\sin(N\theta)}{\sin\theta},\qquad s=\frac{(N-1)a}{2}.$$

If $\sin\theta=0$, then $\theta=n\pi$ for some integer $n$, so $Qa=2\pi n$ and

$$Q(x+ja)=Qx+2\pi jn .$$

Every electron has the same cosine, which is the statement `hj` in the code. Hence $E_N(x)=NV\cos(Qx)$, and the same lemma applies with $A=NV$ and $s=0$.

## The limit in both directions

Let $\sin\theta\neq0$. The barrier is $2|A|$, and the bound on the energy gives

$$0\le\frac{2|A|}{N}\le\frac{2|V|}{N\,|\sin\theta|}\longrightarrow0 .$$

In the code, `hC` holds the two-sided bound on the barrier. It takes a displacement at which the maximum is attained and applies the energy bound there; `squeeze_zero` then gives the limit.

For the converse, suppose that the barrier per electron tends to zero although $\sin\theta=0$. The barrier is then $2N|V|$, so for every $N\ge1$ the barrier per electron is $2|V|$, and this is also its limit. Limits are unique (`tendsto_nhds_unique`), so $2|V|=0$, which contradicts $V\neq0$. In both directions `csSup_eq` and `csInf_eq` replace the supremum and infimum by the extrema already found.

## Several harmonics

The substrate energy of the chain in $U$ is a double sum over electrons and harmonics. Exchanging the sums gives

$$\sum_{j=0}^{N-1}U(x+ja)=\sum_{m=0}^{M-1}\;\sum_{j=0}^{N-1}V_m\cos\bigl((m+1)Q(x-d_m+ja)\bigr).$$

Each inner sum is the energy of the chain in a single cosine of wave number $(m+1)Q$, at displacement $x-d_m$. The triangle inequality and the earlier bound give the result, provided that no $\sin((m+1)Qa/2)$ vanishes. If one did, then $(m+1)Qa/2=n\pi$ for some integer $n$, and

$$\frac{Qa}{2\pi}=\frac{n}{m+1}$$

would be rational. The Lean proof has the same order: `hsum` is the exchange, made with `Finset.sum_comm`, and the last lines exhibit this fraction to contradict `hirr`.

## Counter-examples without the hypotheses

Without $V\neq0$ the equivalence fails: for $V=0$, $Q=1$, $a=2\pi$ the barrier is zero at every size, although $\sin(Qa/2)=0$. Without $Q\neq0$ it fails as well: for $Q=0$, $V=1$ the substrate is constant and again there is no barrier, while $\sin(Qa/2)=0$. Both examples break only the implication from a vanishing barrier per electron to a nonzero sine.

For several harmonics, $\sin(Qa/2)\neq0$ is not enough to bound the energy independently of $N$. Take $Qa=\pi$, $M=2$, $V_0=0$, $V_1=1$ and zero offsets. Then $\sin(Qa/2)=1$, but at $x=0$ every electron sits on a maximum of the second harmonic, and the energy is $\sum_{j=0}^{N-1}\cos(2\pi j)=N$.
